# Two-sided energy-error bounds from the gradient norm under uniform positive curvature bounds

To convert the gradient norm at which an energy minimisation stops into an energy error, we bound the surface's curvature through its second derivative along every direction, instead of listing Hessian eigenvalues. For a C² energy E the two descriptions agree: the Hessian is symmetric, and its eigenvalues lie in [m, M] exactly when its quadratic form lies between m‖v‖² and M‖v‖² for every v. The constants m and M stand for bounds on the softest and stiffest force constants.

```lean
import Mathlib

open Set

namespace GradientEnergyError

noncomputable section
```

The n real parameters form a Euclidean space, whose norm also measures the gradient.

```lean
/-- The space of `n` real variational parameters with its Euclidean norm. -/
abbrev Params (n : ℕ) := EuclideanSpace ℝ (Fin n)
```

The name `curvature` means vᵀHv, with H the Hessian at x. It is not divided by ‖v‖².

```lean
/-- The second derivative of the energy at `x` along `v`, the Hessian quadratic form. -/
def curvature {n : ℕ} (E : Params n → ℝ) (x v : Params n) : ℝ :=
  fderiv ℝ (fderiv ℝ E) x v v
```

`CurvatureBounds` imposes the two bounds at every point.

```lean
/-- At every point and along every direction `v`, the Hessian quadratic form lies between
`m ‖v‖²` and `M ‖v‖²`. -/
def CurvatureBounds {n : ℕ} (E : Params n → ℝ) (m M : ℝ) : Prop :=
  ∀ x v, m * ‖v‖ ^ 2 ≤ curvature E x v ∧ curvature E x v ≤ M * ‖v‖ ^ 2
```

With m > 0, the energy is uniformly convex on the whole parameter space. An energy periodic in orbital-rotation angles cannot satisfy that, and neither can a molecular potential-energy surface that levels off at dissociation, so applying the result near an SCF or geometry minimum requires a separate local argument. Even locally, m > 0 requires that zero modes, such as the overall translations and rotations of a free molecule or redundant orbital rotations, be removed from the parameters.

In (b)–(f), E is C² with curvature bounds m and M, g = ∇E(x) and G = ‖g‖.

## (a) A quadratic floor on a line

Let f″ ≥ c on the real line. Show that

f(0) + f′(0) + c/2 ≤ f(1).

**Solution.** The function f′(t) − ct has derivative f″(t) − c ≥ 0, so f′(t) ≥ f′(0) + ct for t ≥ 0. Hence f(t) − f′(0)t − ct²/2 is nondecreasing on [0, 1]. Comparing its endpoint values gives the claim. The two monotonicity steps are `hs` and `hm`.

```lean
/-- A function on the line whose second derivative is at least `c` lies, at unit distance,
above its second-order model with curvature `c`. -/
theorem line_lower {f f' f'' : ℝ → ℝ} {c : ℝ} (h1 : ∀ t, HasDerivAt f (f' t) t)
    (h2 : ∀ t, HasDerivAt f' (f'' t) t) (hc : ∀ t, c ≤ f'' t) :
    f 0 + f' 0 + c / 2 ≤ f 1 := by
  have d : ∀ t, HasDerivAt (fun t => f' t - c * t) (f'' t - c) t := fun t =>
    ((h2 t).fun_sub ((hasDerivAt_id' t).const_mul c)).congr_deriv (by ring)
  have hs : Monotone (fun t => f' t - c * t) :=
    monotone_of_deriv_nonneg (fun t => (d t).differentiableAt)
      (fun t => by rw [(d t).deriv]; linarith [hc t])
  have e : ∀ t, HasDerivAt (fun t => f t - f' 0 * t - c / 2 * (t * t))
      (f' t - f' 0 - c * t) t := fun t =>
    (((h1 t).fun_sub ((hasDerivAt_id' t).const_mul (f' 0))).fun_sub
      (((hasDerivAt_id' t).fun_mul (hasDerivAt_id' t)).const_mul (c / 2))).congr_deriv
      (by ring)
  -- the difference between the function and its model grows on the unit interval
  have hm : MonotoneOn (fun t => f t - f' 0 * t - c / 2 * (t * t)) (Icc 0 1) := by
    refine monotoneOn_of_deriv_nonneg (convex_Icc 0 1)
      (fun t _ => (e t).continuousAt.continuousWithinAt)
      (fun t _ => (e t).differentiableAt.differentiableWithinAt) (fun t ht => ?_)
    rw [interior_Icc] at ht
    have k : f' 0 - c * 0 ≤ f' t - c * t := hs ht.1.le
    rw [(e t).deriv]
    linarith
  have k : f 0 - f' 0 * 0 - c / 2 * (0 * 0) ≤ f 1 - f' 0 * 1 - c / 2 * (1 * 1) :=
    hm (left_mem_Icc.mpr zero_le_one) (right_mem_Icc.mpr zero_le_one) zero_le_one
  linarith
```

## (b) Quadratic models below and above

For E with curvature bounds m and M, show that

E(x) + g·v + (m/2)‖v‖² ≤ E(x + v) ≤ E(x) + g·v + (M/2)‖v‖².

**Solution.** Put f(t) = E(x + tv). The chain rule gives f′(0) = g·v and m‖v‖² ≤ f″(t) ≤ M‖v‖². Apply (a) to f with c = m‖v‖², then to −f with c = −M‖v‖². These are `lo` and `up`; `hg` identifies the Fréchet derivative with the inner product g·v.

```lean
variable {n : ℕ} {E : Params n → ℝ} {m M : ℝ}

/-- A C² energy with curvature between `m` and `M` lies between the two quadratic models
that share its value and gradient at `x` and have curvatures `m` and `M`. -/
theorem quadratic_models (hE : ContDiff ℝ 2 E) (hb : CurvatureBounds E m M)
    (x v : Params n) :
    E x + inner ℝ (gradient E x) v + m / 2 * ‖v‖ ^ 2 ≤ E (x + v) ∧
      E (x + v) ≤ E x + inner ℝ (gradient E x) v + M / 2 * ‖v‖ ^ 2 := by
  have hd : Differentiable ℝ E := hE.differentiable (by norm_num)
  have hE' : ContDiff ℝ 1 (fderiv ℝ E) := hE.fderiv_right (by norm_num)
  have hdd : Differentiable ℝ (fderiv ℝ E) := hE'.differentiable (by norm_num)
  have line : ∀ t : ℝ, HasDerivAt (fun t : ℝ => x + t • v) v t := fun t =>
    (((hasDerivAt_id' t).smul_const v).const_add x).congr_deriv (one_smul _ _)
  have h1 : ∀ t : ℝ, HasDerivAt (fun t : ℝ => E (x + t • v))
      (fderiv ℝ E (x + t • v) v) t := fun t =>
    (hd (x + t • v)).hasFDerivAt.comp_hasDerivAt t (line t)
  have h2 : ∀ t : ℝ, HasDerivAt (fun t : ℝ => fderiv ℝ E (x + t • v) v)
      (curvature E (x + t • v) v) t := fun t => by
    have k : HasDerivAt (fun t : ℝ => fderiv ℝ E (x + t • v))
        (fderiv ℝ (fderiv ℝ E) (x + t • v) v) t :=
      (hdd (x + t • v)).hasFDerivAt.comp_hasDerivAt t (line t)
    exact (k.clm_apply (hasDerivAt_const t v)).congr_deriv (by simp [curvature])
  have hg : fderiv ℝ E x v = inner ℝ (gradient E x) v := by
    have h := (hd x).hasGradientAt.hasFDerivAt.fderiv
    rw [h]
    simp
  have lo := line_lower h1 h2 (fun t => (hb (x + t • v) v).1)
  have up := line_lower (fun t => (h1 t).fun_neg) (fun t => (h2 t).fun_neg)
    (fun t => neg_le_neg (hb (x + t • v) v).2)
  simp only [zero_smul, one_smul, add_zero, hg] at lo up
  constructor <;> linarith
```

## (c) An upper bound on the energy drop

Let m > 0. Show that for every y

E(x) − E(y) ≤ G²/(2m).

**Solution.** Put r = ‖y − x‖. The lower model and g·(y − x) ≥ −Gr give

E(x) − E(y) ≤ Gr − mr²/2 = G²/(2m) − (mr − G)²/(2m).

Discard the last term. Its square is the hint passed to `nlinarith`.

```lean
/-- For a C² energy with curvature between `m` and `M`, where `m > 0`, no point `y` lies lower than
`x` by more than `‖∇E(x)‖² / (2m)`. -/
theorem energy_drop_le (hE : ContDiff ℝ 2 E) (hb : CurvatureBounds E m M) (hm : 0 < m)
    (x y : Params n) : E x - E y ≤ ‖gradient E x‖ ^ 2 / (2 * m) := by
  have h := (quadratic_models hE hb x (y - x)).1
  rw [add_sub_cancel] at h
  have hi := (abs_le.mp (abs_real_inner_le_norm (gradient E x) (y - x))).1
  have k : E x - E y ≤ ‖gradient E x‖ * ‖y - x‖ - m / 2 * ‖y - x‖ ^ 2 := by linarith
  rw [le_div_iff₀ (by positivity)]
  -- complete the square in the step length
  have k2 := mul_le_mul_of_nonneg_right k (by positivity : 0 ≤ 2 * m)
  nlinarith [sq_nonneg (m * ‖y - x‖ - ‖gradient E x‖)]
```

## (d) A guaranteed descent

Let M > 0. Show that

E(x − g/M) ≤ E(x) − G²/(2M).

**Solution.** Put v = −g/M in the upper model. The linear term is −G²/M and the quadratic term is G²/(2M); their sum is −G²/(2M).

```lean
/-- For a C² energy with curvature between `m` and `M`, where `M > 0`, the steepest-descent step
`-∇E(x)/M` lowers the energy by at least `‖∇E(x)‖² / (2M)`. -/
theorem descent_step (hE : ContDiff ℝ 2 E) (hb : CurvatureBounds E m M) (hM : 0 < M)
    (x : Params n) :
    E (x - (1 / M) • gradient E x) ≤ E x - ‖gradient E x‖ ^ 2 / (2 * M) := by
  have h := (quadratic_models hE hb x (-((1 / M) • gradient E x))).2
  rw [← sub_eq_add_neg, inner_neg_right, inner_smul_right, real_inner_self_eq_norm_sq,
    norm_neg, norm_smul, mul_pow, Real.norm_eq_abs, sq_abs] at h
  have hc : M * (1 / M) = 1 := mul_one_div_cancel hM.ne'
  refine h.trans (le_of_eq ?_)
  linear_combination (1 / M * ‖gradient E x‖ ^ 2 / 2) * hc
```

## (e) The minimizer and the energy error

Let 0 < m ≤ M. Show that E has a unique global minimizer x₀ and that, for every x,

G²/(2M) ≤ E(x) − E(x₀) ≤ G²/(2m).

**Solution.** Let R = 2‖∇E(0)‖/m. If ‖y‖ > R, the lower model at 0 gives

E(y) ≥ E(0) + (m/2)‖y‖(‖y‖ − R) > E(0).

The closed ball of radius R is compact, so E has a minimizer x₀ on it. Since E(x₀) ≤ E(0), x₀ is a global minimizer (`hmin`).

By (d), E(x₀) ≤ E(x − g/M) ≤ E(x) − G²/(2M), which is the lower bound (`hlow`). The upper bound is (c) with y = x₀. At x = x₀ the lower bound forces ∇E(x₀) = 0, and the lower model becomes

E(y) ≥ E(x₀) + (m/2)‖y − x₀‖².

Hence E(y) > E(x₀) for y ≠ x₀, which is how the Lean statement expresses uniqueness.

```lean
/-- **Energy error from the gradient norm.** A C² energy with curvature between `m` and `M`,
`0 < m ≤ M`, has a unique global minimizer `x₀`, and at every `x` the energy error lies
between `‖∇E(x)‖² / (2M)` and `‖∇E(x)‖² / (2m)`. -/
theorem energy_error_bounds (hE : ContDiff ℝ 2 E) (hb : CurvatureBounds E m M)
    (hm : 0 < m) (hmM : m ≤ M) :
    ∃ x₀, (∀ y, y ≠ x₀ → E x₀ < E y) ∧
      ∀ x, ‖gradient E x‖ ^ 2 / (2 * M) ≤ E x - E x₀ ∧
        E x - E x₀ ≤ ‖gradient E x‖ ^ 2 / (2 * m) := by
  have hM : 0 < M := hm.trans_le hmM
  have hR : 0 ≤ 2 * ‖gradient E 0‖ / m := by positivity
  -- a minimizer on a large ball
  obtain ⟨x₀, -, hx₀⟩ := (isCompact_closedBall (0 : Params n)
    (2 * ‖gradient E 0‖ / m)).exists_isMinOn ⟨0, Metric.mem_closedBall_self hR⟩
    hE.continuous.continuousOn
  rw [isMinOn_iff] at hx₀
  have hmin : ∀ y, E x₀ ≤ E y := by
    intro y
    by_cases hy : ‖y‖ ≤ 2 * ‖gradient E 0‖ / m
    · exact hx₀ y (mem_closedBall_zero_iff.mpr hy)
    · -- outside the ball the energy exceeds its value at the centre
      have h0 := hx₀ 0 (Metric.mem_closedBall_self hR)
      have h := (quadratic_models hE hb 0 y).1
      rw [zero_add] at h
      have hi := (abs_le.mp (abs_real_inner_le_norm (gradient E 0) y)).1
      have hy' := (div_lt_iff₀ hm).mp (not_le.mp hy)
      nlinarith [mul_nonneg (norm_nonneg y) (sub_nonneg.mpr hy'.le)]
  have hlow : ∀ x, ‖gradient E x‖ ^ 2 / (2 * M) ≤ E x - E x₀ := fun x => by
    linarith [descent_step hE hb hM x, hmin (x - (1 / M) • gradient E x)]
  refine ⟨x₀, fun y hy => ?_, fun x => ⟨hlow x, energy_drop_le hE hb hm x x₀⟩⟩
  -- the gradient vanishes at the minimizer, so the lower model is strictly above it
  have hg : gradient E x₀ = 0 := by
    have h := hlow x₀
    rw [sub_self, div_le_iff₀ (by positivity), zero_mul] at h
    exact norm_eq_zero.mp (pow_eq_zero_iff two_ne_zero |>.mp (le_antisymm h (sq_nonneg _)))
  have h := (quadratic_models hE hb x₀ (y - x₀)).1
  rw [add_sub_cancel, hg, inner_zero_left] at h
  have hp : 0 < ‖y - x₀‖ := norm_pos_iff.mpr (sub_ne_zero.mpr hy)
  have : 0 < m / 2 * ‖y - x₀‖ ^ 2 := by positivity
  linarith
```

In the limiting case m = M the bounds coincide, and the energy error equals G²/(2m).

## (f) Thresholds for a prescribed accuracy

Let m, M > 0 and let x₀ be a global minimizer. Show that for every real ε

G² ≤ 2mε ⇒ E(x) − E(x₀) ≤ ε,

E(x) − E(x₀) ≤ ε ⇒ G² ≤ 2Mε.

**Solution.** For the first, divide by 2m and use (c). For the second, (d) and minimality give G²/(2M) ≤ ε; multiply by 2M.

```lean
/-- For a C² energy with curvature between `m` and `M`, both positive, and a global minimizer `x₀`:
the threshold `‖∇E(x)‖² ≤ 2mε` guarantees an energy error of at most `ε`, and an energy error of at
most `ε` forces `‖∇E(x)‖² ≤ 2Mε`. -/
theorem gradient_threshold (hE : ContDiff ℝ 2 E) (hb : CurvatureBounds E m M)
    (hm : 0 < m) (hM : 0 < M) {x₀ : Params n} (hmin : ∀ y, E x₀ ≤ E y)
    (x : Params n) (ε : ℝ) :
    (‖gradient E x‖ ^ 2 ≤ 2 * m * ε → E x - E x₀ ≤ ε) ∧
      (E x - E x₀ ≤ ε → ‖gradient E x‖ ^ 2 ≤ 2 * M * ε) := by
  constructor
  · intro h
    refine (energy_drop_le hE hb hm x x₀).trans ?_
    rw [div_le_iff₀ (by positivity)]
    linarith
  · intro h
    have k : ‖gradient E x‖ ^ 2 / (2 * M) ≤ ε := by
      linarith [descent_step hE hb hM x, hmin (x - (1 / M) • gradient E x)]
    rw [div_le_iff₀ (by positivity)] at k
    linarith
```

## (g) The derivative of a two-mode surface

Write q₀, q₁ for the coordinates `x 0`, `x 1`, and take E(x) = (mq₀² + Mq₁²)/2.

```lean
/-- Two uncoupled harmonic modes with force constants `m` and `M`. -/
def twoMode (m M : ℝ) (x : Params 2) : ℝ := (m * x 0 ^ 2 + M * x 1 ^ 2) / 2
```

Its Hessian is entered as a bilinear form.

```lean
/-- The Hessian of the two-mode surface as a bilinear form. -/
def twoModeHessian (m M : ℝ) : Params 2 →L[ℝ] Params 2 →L[ℝ] ℝ :=
  let p : Fin 2 → (Params 2 →L[ℝ] ℝ) := fun i => EuclideanSpace.proj i
  m • (p 0).smulRight (p 0) + M • (p 1).smulRight (p 1)
```

Show that the derivative at x along v = (v₀, v₁) is

dE(x)[v] = mq₀v₀ + Mq₁v₁.

**Solution.** Differentiate each square by the product rule and add.

```lean
/-- The derivative of the two-mode energy at `x` is its Hessian form applied to `x`. -/
theorem twoMode_hasFDerivAt (m M : ℝ) (x : Params 2) :
    HasFDerivAt (twoMode m M) (twoModeHessian m M x) x := by
  have h : ∀ i : Fin 2, HasFDerivAt (fun y : Params 2 => y i)
      (EuclideanSpace.proj i : Params 2 →L[ℝ] ℝ) x := fun i =>
    (EuclideanSpace.proj i : Params 2 →L[ℝ] ℝ).hasFDerivAt
  have k := (((h 0).mul (h 0)).const_mul (m / 2)).add (((h 1).mul (h 1)).const_mul (M / 2))
  refine (k.congr_fderiv (ContinuousLinearMap.ext fun v => ?_)).congr_of_eventuallyEq
    (Filter.Eventually.of_forall fun y => ?_)
  · simp [twoModeHessian]
    ring
  · change twoMode m M y = m / 2 * (y 0 * y 0) + M / 2 * (y 1 * y 1)
    unfold twoMode
    ring
```

## (h) Both constants are attained

Let 0 < m ≤ M. Show that this surface satisfies the hypotheses of (e), has its minimum at the origin, and obeys

E(a, 0) − E(0, 0) = ‖∇E(a, 0)‖²/(2m),

E(0, a) − E(0, 0) = ‖∇E(0, a)‖²/(2M).

**Solution.** E is a polynomial, hence C², and is nonnegative with E(0, 0) = 0. Its Hessian form mv₀² + Mv₁² lies between m‖v‖² and M‖v‖². The gradient is (mq₀, Mq₁), so both sides equal ma²/2 along the first mode and Ma²/2 along the second.

```lean
/-- **Both constants are sharp.** For `0 < m ≤ M` the two-mode surface is C², has curvature
between `m` and `M` and its minimum at the origin; the upper error bound is an equality
along the first mode and the lower one along the second. -/
theorem bounds_sharp (hm : 0 < m) (hmM : m ≤ M) :
    ContDiff ℝ 2 (twoMode m M) ∧ CurvatureBounds (twoMode m M) m M ∧
      (∀ y, twoMode m M 0 ≤ twoMode m M y) ∧
      ∀ a : ℝ,
        twoMode m M !₂[a, 0] - twoMode m M 0 =
          ‖gradient (twoMode m M) !₂[a, 0]‖ ^ 2 / (2 * m) ∧
        twoMode m M !₂[0, a] - twoMode m M 0 =
          ‖gradient (twoMode m M) !₂[0, a]‖ ^ 2 / (2 * M) := by
  have hM : 0 < M := hm.trans_le hmM
  have c : ∀ i : Fin 2, ContDiff ℝ 2 (fun y : Params 2 => y i) := fun i =>
    (EuclideanSpace.proj i : Params 2 →L[ℝ] ℝ).contDiff
  have hsq : ∀ v : Params 2, ‖v‖ ^ 2 = v 0 ^ 2 + v 1 ^ 2 := fun v => by
    simp [EuclideanSpace.norm_sq_eq, Fin.sum_univ_two]
  have hg : ∀ x : Params 2, gradient (twoMode m M) x = !₂[m * x 0, M * x 1] := fun x => by
    refine HasGradientAt.gradient ?_
    rw [hasGradientAt_iff_hasFDerivAt]
    refine (twoMode_hasFDerivAt m M x).congr_fderiv (ContinuousLinearMap.ext fun v => ?_)
    simp [twoModeHessian, PiLp.inner_apply, Fin.sum_univ_two]
    ring
  refine ⟨((contDiff_const.mul ((c 0).pow 2)).add
    (contDiff_const.mul ((c 1).pow 2))).div_const 2, fun x v => ?_, fun y => ?_, fun a => ?_⟩
  · have hf : fderiv ℝ (twoMode m M) = ⇑(twoModeHessian m M) :=
      funext fun x => (twoMode_hasFDerivAt m M x).fderiv
    have hc : curvature (twoMode m M) x v = m * v 0 ^ 2 + M * v 1 ^ 2 := by
      rw [curvature, hf, ContinuousLinearMap.fderiv]
      simp [twoModeHessian]
      ring
    rw [hc, hsq]
    constructor <;> nlinarith [mul_nonneg (sub_nonneg.mpr hmM) (sq_nonneg (v 0)),
      mul_nonneg (sub_nonneg.mpr hmM) (sq_nonneg (v 1))]
  · have h0 : twoMode m M 0 = 0 := by simp [twoMode]
    rw [h0]
    unfold twoMode
    positivity
  · rw [hg, hg, hsq, hsq]
    constructor
    · simp [twoMode]
      field_simp
    · simp [twoMode]
      field_simp

end

end GradientEnergyError
```

```lean
#print axioms GradientEnergyError.energy_error_bounds
-- 'GradientEnergyError.energy_error_bounds' depends on axioms: [propext, Classical.choice, Quot.sound]
#print axioms GradientEnergyError.gradient_threshold
-- 'GradientEnergyError.gradient_threshold' depends on axioms: [propext, Classical.choice, Quot.sound]
#print axioms GradientEnergyError.bounds_sharp
-- 'GradientEnergyError.bounds_sharp' depends on axioms: [propext, Classical.choice, Quot.sound]
```
